# Second-order energy of non-interacting electrons from the first-order density matrix

Let $H, V, P, D, G$ be square matrices, real ones for example, with $P^2=P$, $HP=PH$, $PD+DP=D$, $PG+GP+D^2=G$ and $HD-DH=PV-VP$; then $2\,\mathrm{tr}(HG)=-\mathrm{tr}(VD)$. When $H$ is a Hamiltonian, $V$ a fixed perturbation, and $P$, $D$, $G$ the zeroth-, first- and second-order terms of the density matrix, the second-order energy is therefore $\tfrac12\mathrm{tr}(VD)$.

In Lean 4 with Mathlib:

```lean
import Mathlib

open Matrix

namespace DensityMatrixResponse

noncomputable section

variable {n R K : Type*} [Fintype n] [DecidableEq n] [CommRing R] [Field K] [CharZero K]

/-- The projector on the virtual space minus the projector `P` on the occupied space. -/
def virtMinusOcc (P : Matrix n n R) : Matrix n n R := (1 - P) - P

/-- The second-order energy functional of a trial first-order response `X`. -/
def responseFunctional (H V P X : Matrix n n R) : R :=
  (H * (virtMinusOcc P * (X * X))).trace + (V * X).trace

/-- If `H` commutes with the projector `P`, the traces of `H` with `P G` and with `G P`
both reduce to the trace with the occupied block `P G P`. -/
theorem trace_occupied_block {H P : Matrix n n R} (G : Matrix n n R)
    (hP : P * P = P) (hc : H * P = P * H) :
    (H * (P * G)).trace = (H * (P * G * P)).trace ∧
      (H * (G * P)).trace = (H * (P * G)).trace := by
  constructor
  · have e : P * (H * P * G) = H * (P * G) := by
      linear_combination (norm := noncomm_ring) H * hP * G - hc * (P * G)
    have e' : H * (P * G * P) = (H * P * G) * P := by noncomm_ring
    rw [e', Matrix.trace_mul_comm (H * P * G) P, e]
  · have e : P * (H * G) = H * (P * G) := by
      linear_combination (norm := noncomm_ring) (-1 : Matrix n n R) * hc * G
    rw [← mul_assoc H G P, Matrix.trace_mul_comm, e]

omit [DecidableEq n] in
/-- A commutator can be moved from one factor to the other under the trace. -/
theorem trace_commutator (V Z P : Matrix n n R) :
    (V * (Z * P - P * Z)).trace = ((P * V - V * P) * Z).trace := by
  simp only [mul_sub, sub_mul, Matrix.trace_sub, ← mul_assoc]
  rw [Matrix.trace_mul_cycle V Z P]

/-- The first-order response equation, tested against any `X` that couples only occupied
and virtual spaces. -/
theorem response_pairing {H V P D X : Matrix n n R} (hP : P * P = P)
    (hD : P * D + D * P = D) (hX : P * X + X * P = X)
    (hS : H * D - D * H = P * V - V * P) :
    (H * (virtMinusOcc P * (D * X + X * D))).trace = -(V * X).trace := by
  -- the occupied block of X vanishes
  have hb : P * X * P = 0 := by
    linear_combination (norm := noncomm_ring) P * hX - hP * X
  -- X is itself a commutator with P
  have hZ : (X * P - P * X) * P - P * (X * P - P * X) = X := by
    linear_combination (norm := noncomm_ring) X * hP + hP * X + hX - hb - hb
  have hK : (X * P - P * X) * D - D * (X * P - P * X)
      = virtMinusOcc P * (D * X + X * D) := by
    unfold virtMinusOcc
    linear_combination (norm := noncomm_ring) hX * D + hD * X + hD * X - D * hX
  have h1 := trace_commutator V (X * P - P * X) P
  have h2 := trace_commutator H (X * P - P * X) D
  rw [hZ, ← hS] at h1
  rw [hK] at h2
  rw [h1, h2, ← Matrix.trace_neg, ← neg_mul, neg_sub]

/-- Second-order idempotency expresses the trace of `H` with the second-order density
matrix `G` through the first-order density matrix `D`. -/
theorem trace_second_order {H P D G : Matrix n n R} (hP : P * P = P)
    (hc : H * P = P * H) (hG : P * G + G * P + D * D = G) :
    (H * G).trace = (H * (virtMinusOcc P * (D * D))).trace := by
  -- the occupied block of G is fixed by D
  have hb : P * G * P = -(P * (D * D)) := by
    linear_combination (norm := noncomm_ring) P * hG - hP * G
  obtain ⟨t1, t2⟩ := trace_occupied_block G hP hc
  rw [hb, mul_neg, Matrix.trace_neg] at t1
  have h0 := congrArg (fun M => (H * M).trace) hG
  simp only [mul_add, Matrix.trace_add] at h0
  simp only [virtMinusOcc, sub_mul, one_mul, mul_sub, Matrix.trace_sub]
  linear_combination -h0 + t2 + 2 * t1

/-- Twice the trace of `H` with the second-order density matrix is minus the trace of the
perturbation with the first-order density matrix. -/
theorem two_trace_second_order {H V P D G : Matrix n n R} (hP : P * P = P)
    (hc : H * P = P * H) (hD : P * D + D * P = D) (hG : P * G + G * P + D * D = G)
    (hS : H * D - D * H = P * V - V * P) :
    2 * (H * G).trace = -(V * D).trace := by
  have h := response_pairing hP hD hD hS
  rw [mul_add, mul_add, Matrix.trace_add] at h
  rw [trace_second_order hP hc hG]
  linear_combination h

/-- The energy of the density matrix expanded to second order, in powers of the perturbation
strength `l`: the coefficient of `l ^ 2` is `tr(VD)/2`. -/
theorem energy_expansion {H V P D G : Matrix n n K} (hP : P * P = P)
    (hc : H * P = P * H) (hD : P * D + D * P = D) (hG : P * G + G * P + D * D = G)
    (hS : H * D - D * H = P * V - V * P) (l : K) :
    ((H + l • V) * (P + l • D + l ^ 2 • G)).trace
      = (H * P).trace + l * (V * P).trace + l ^ 2 * ((V * D).trace / 2)
        + l ^ 3 * (V * G).trace := by
  have hb : P * D * P = 0 := by
    linear_combination (norm := noncomm_ring) P * hD - hP * D
  -- the first-order density matrix carries no unperturbed energy
  have h1 : (H * D).trace = 0 := by
    obtain ⟨t1, t2⟩ := trace_occupied_block D hP hc
    rw [hb, mul_zero, Matrix.trace_zero] at t1
    have h0 := congrArg (fun M => (H * M).trace) hD
    simp only [mul_add, Matrix.trace_add] at h0
    linear_combination -h0 + t2 + 2 * t1
  have h2 := two_trace_second_order hP hc hD hG hS
  simp only [add_mul, mul_add, Matrix.smul_mul, Matrix.mul_smul, Matrix.trace_add,
    Matrix.trace_smul, smul_eq_mul]
  linear_combination l * h1 + l ^ 2 / 2 * h2

/-- An error `X` in the first-order density matrix changes the second-order energy functional
from `tr(VD)/2` by a term purely quadratic in `X`. -/
theorem functional_error {H V P D X : Matrix n n K} (hP : P * P = P)
    (hD : P * D + D * P = D) (hX : P * X + X * P = X)
    (hS : H * D - D * H = P * V - V * P) :
    responseFunctional H V P (D + X)
      = (V * D).trace / 2 + (H * (virtMinusOcc P * (X * X))).trace := by
  have pX := response_pairing hP hD hX hS
  have pD := response_pairing hP hD hD hS
  have e : (D + X) * (D + X) = D * D + (D * X + X * D) + X * X := by noncomm_ring
  unfold responseFunctional
  rw [e]
  simp only [mul_add, Matrix.trace_add] at pX pD ⊢
  linear_combination pX + pD / 2

omit [DecidableEq n] in
/-- For a symmetric `X`, the trace of `A X²` is the sum of the values that the quadratic form of `A`
takes at the rows of `X`. -/
theorem trace_mul_sq (A : Matrix n n ℝ) {X : Matrix n n ℝ} (hX : Xᵀ = X) :
    (A * (X * X)).trace = ∑ i, X i ⬝ᵥ A *ᵥ X i := by
  have hs : ∀ k i, X k i = X i k := fun k i => congrFun (congrFun hX i) k
  rw [← mul_assoc, Matrix.trace_mul_comm]
  simp only [Matrix.trace, Matrix.diag_apply, Matrix.mul_apply, dotProduct, Matrix.mulVec]
  refine Finset.sum_congr rfl fun i _ => Finset.sum_congr rfl fun j _ => ?_
  congr 1
  exact Finset.sum_congr rfl fun k _ => by rw [hs k i]

/-- If a chemical potential `μ` separates occupied from virtual levels, the quadratic term of
the functional is nonnegative for symmetric occupied-virtual `X`. -/
theorem curvature_nonneg {H P X : Matrix n n ℝ} (μ : ℝ)
    (hX : P * X + X * P = X) (hXs : Xᵀ = X)
    (hv : ∀ x : n → ℝ, 0 ≤ x ⬝ᵥ ((H - μ • 1) * (1 - P)) *ᵥ x)
    (ho : ∀ x : n → ℝ, x ⬝ᵥ ((H - μ • 1) * P) *ᵥ x ≤ 0) :
    0 ≤ (H * (virtMinusOcc P * (X * X))).trace := by
  have b1 : 0 ≤ ((H - μ • 1) * (1 - P) * (X * X)).trace := by
    rw [trace_mul_sq _ hXs]
    exact Finset.sum_nonneg fun i _ => hv (X i)
  have b2 : ((H - μ • 1) * P * (X * X)).trace ≤ 0 := by
    rw [trace_mul_sq _ hXs]
    exact Finset.sum_nonpos fun i _ => ho (X i)
  -- X² has equal weight in the occupied and virtual spaces, so μ drops out
  have hz : (X * X).trace = 2 * (P * (X * X)).trace := by
    have h := congrArg (fun M => (M * X).trace) hX
    simp only [add_mul, Matrix.trace_add] at h
    rw [Matrix.trace_mul_cycle X P X, Matrix.trace_mul_cycle X X P, mul_assoc] at h
    linarith
  have hm : μ * (X * X).trace = μ * (2 * (P * (X * X)).trace) := by rw [hz]
  simp only [virtMinusOcc, sub_mul, mul_sub, one_mul, mul_one, Matrix.smul_mul, mul_assoc,
    Matrix.trace_sub, Matrix.trace_smul, smul_eq_mul] at b1 b2 ⊢
  linarith

/-- With a chemical potential `μ` between occupied and virtual levels and a symmetric `D`,
`tr(VD)/2` is a lower bound of the functional over symmetric occupied-virtual trial responses `Y`.
-/
theorem second_order_minimum {H V P D Y : Matrix n n ℝ} (μ : ℝ) (hP : P * P = P)
    (hD : P * D + D * P = D) (hDs : Dᵀ = D) (hS : H * D - D * H = P * V - V * P)
    (hv : ∀ x : n → ℝ, 0 ≤ x ⬝ᵥ ((H - μ • 1) * (1 - P)) *ᵥ x)
    (ho : ∀ x : n → ℝ, x ⬝ᵥ ((H - μ • 1) * P) *ᵥ x ≤ 0)
    (hY : P * Y + Y * P = Y) (hYs : Yᵀ = Y) :
    (V * D).trace / 2 ≤ responseFunctional H V P Y := by
  have hX : P * (Y - D) + (Y - D) * P = Y - D := by
    linear_combination (norm := noncomm_ring) hY - hD
  have hXs : (Y - D)ᵀ = Y - D := by rw [Matrix.transpose_sub, hYs, hDs]
  have h := functional_error hP hD hX hS
  rw [add_sub_cancel] at h
  have hpos := curvature_nonneg μ hX hXs hv ho
  linarith

/-- Hamiltonian of a two-level system with levels `-1` and `1`. -/
def levelH : Matrix (Fin 2) (Fin 2) ℝ := !![-1, 0; 0, 1]

/-- Density matrix with the lower of the two levels occupied. -/
def levelP : Matrix (Fin 2) (Fin 2) ℝ := !![1, 0; 0, 0]

/-- The two-level system with perturbation `!![a, 2b; 2b, c]` and the explicit matrices `D` and `G`
meets the projector, response and level conditions listed here, with `μ = 0`. -/
theorem two_level_witness (a b c : ℝ) :
    let V : Matrix (Fin 2) (Fin 2) ℝ := !![a, 2 * b; 2 * b, c]
    let D : Matrix (Fin 2) (Fin 2) ℝ := !![0, -b; -b, 0]
    let G : Matrix (Fin 2) (Fin 2) ℝ := !![-(b * b), 0; 0, b * b]
    levelP * levelP = levelP ∧ levelH * levelP = levelP * levelH ∧
    levelP * D + D * levelP = D ∧ levelP * G + G * levelP + D * D = G ∧
    levelH * D - D * levelH = levelP * V - V * levelP ∧ Dᵀ = D ∧
    (∀ x : Fin 2 → ℝ, 0 ≤ x ⬝ᵥ ((levelH - (0 : ℝ) • 1) * (1 - levelP)) *ᵥ x) ∧
    (∀ x : Fin 2 → ℝ, x ⬝ᵥ ((levelH - (0 : ℝ) • 1) * levelP) *ᵥ x ≤ 0) := by
  intro V D G
  have h1 : (levelH - (0 : ℝ) • 1) * (1 - levelP) = !![0, 0; 0, 1] := by
    ext i j
    fin_cases i <;> fin_cases j <;>
      simp [levelH, levelP, Matrix.mul_apply, Fin.sum_univ_two, Matrix.one_apply]
  have h2 : (levelH - (0 : ℝ) • 1) * levelP = !![-1, 0; 0, 0] := by
    ext i j
    fin_cases i <;> fin_cases j <;>
      simp [levelH, levelP, Matrix.mul_apply, Fin.sum_univ_succ]
  refine ⟨?_, ?_, ?_, ?_, ?_, ?_, fun x => ?_, fun x => ?_⟩
  rotate_left 6
  · rw [h1]
    simp [Matrix.mulVec, dotProduct, Fin.sum_univ_two]
    nlinarith [mul_self_nonneg (x 1)]
  · rw [h2]
    simp [Matrix.mulVec, dotProduct, Fin.sum_univ_two]
    nlinarith [mul_self_nonneg (x 0)]
  all_goals
    ext i j
    fin_cases i <;> fin_cases j <;>
      simp [V, D, G, levelH, levelP, Matrix.mul_apply, Fin.sum_univ_succ] <;> ring

end

end DensityMatrixResponse
```

```lean
#print axioms DensityMatrixResponse.two_trace_second_order
#print axioms DensityMatrixResponse.energy_expansion
#print axioms DensityMatrixResponse.second_order_minimum
```

```
'DensityMatrixResponse.two_trace_second_order' depends on axioms: [propext, Classical.choice, Quot.sound]
'DensityMatrixResponse.energy_expansion' depends on axioms: [propext, Classical.choice, Quot.sound]
'DensityMatrixResponse.second_order_minimum' depends on axioms: [propext, Classical.choice, Quot.sound]
```

## The conditions as orders of perturbation theory

Write the perturbed Hamiltonian as $H+lV$, with $l$ the perturbation strength, and its density matrix as $P(l)=P+lD+l^2G+\dots$ in an orthonormal basis. When every spin orbital is either filled or empty, with occupation 1 or 0, $P(l)$ is a projector, $P(l)^2=P(l)$. The orders $l^0$, $l^1$ and $l^2$ of this equation are the hypotheses `hP`, `hD` and `hG`.

A stationary density matrix also commutes with its Hamiltonian. With $[A,B]=AB-BA$, order $l^0$ gives $[H,P]=0$, which is `hc`, and order $l^1$ gives $[H,D]=[P,V]$, which is `hS`. The order $l^2$ of the commutator is not assumed. The block of $G$ that couples occupied and virtual spaces therefore stays free, and it has no effect on $\mathrm{tr}(HG)$.

The theorem `two_trace_second_order` holds for `Matrix n n R` with `R` any commutative ring, so it includes complex matrices, and neither $H$ nor $P$ has to be symmetric. The finite type `n` labels the basis functions. `energy_expansion` divides by 2 and works over a field of characteristic zero.

The matrices $D$ and $G$ are given, not constructed, and the convergence of the series is not addressed. Since $V$ does not depend on the density, self-consistent response is not covered. For non-interacting electrons in a finite basis, the result means that a calculation which has $D$ needs no second-order density matrix to obtain the second-order energy.

## Eliminating the second-order density matrix

Multiply $PG+GP+D^2=G$ by $P$ from the left. Because $P^2=P$, this leaves
$$PGP=-PD^2 .$$

Cyclicity of the trace and $[H,P]=0$ give
$$\mathrm{tr}(HGP)=\mathrm{tr}(PHG)=\mathrm{tr}(HPG),\qquad \mathrm{tr}(HPGP)=\mathrm{tr}(PHPG)=\mathrm{tr}(HPG).$$

These are the two halves of `trace_occupied_block`. Now take the trace of $H$ with the equation for $G$:
$$\mathrm{tr}(HG)=2\,\mathrm{tr}(HPGP)+\mathrm{tr}(HD^2)=\mathrm{tr}\big(H(1-2P)D^2\big)=\mathrm{tr}(HSD^2).$$

Here $S=(1-P)-P$ is the virtual projector minus the occupied one, `virtMinusOcc` in the code. This is `trace_second_order`. Its line `linear_combination (norm := noncomm_ring) P * hG - hP * G` is the left multiplication by $P$, checked without assuming that matrices commute.

## Testing the response equation

Let $X$ satisfy $PX+XP=X$. Multiplying by $P$ from the left gives $PXP=0$. Set $Z=XP-PX$. Then
$$[Z,P]=XP-2PXP+PX=X .$$

The condition on $X$ also gives $SX=X-2PX=Z$, and the condition on $D$ gives $SD=-DS$, so
$$[Z,D]=SXD-DSX=S(XD+DX).$$

A commutator can be moved under the trace, $\mathrm{tr}(V[Z,P])=\mathrm{tr}([P,V]Z)$, which is `trace_commutator`. Using it twice, with the response equation in between,
$$\mathrm{tr}(VX)=\mathrm{tr}([P,V]Z)=\mathrm{tr}([H,D]Z)=-\mathrm{tr}(H[Z,D])=-\mathrm{tr}\big(HS(DX+XD)\big).$$

This is `response_pairing`, where `hZ` and `hK` are the two commutator identities. For $X=D$ it reads $2\,\mathrm{tr}(HSD^2)=-\mathrm{tr}(VD)$. Together with $\mathrm{tr}(HG)=\mathrm{tr}(HSD^2)$, this proves `two_trace_second_order`.

## Collecting the energy

The first-order density matrix carries no unperturbed energy: $PDP=0$, and the same trace argument gives $\mathrm{tr}(HD)=2\,\mathrm{tr}(HPDP)=0$. Expanding the product then gives
$$\mathrm{tr}\big((H+lV)(P+lD+l^2G)\big)=\mathrm{tr}(HP)+l\,\mathrm{tr}(VP)+\tfrac{l^2}{2}\mathrm{tr}(VD)+l^3\,\mathrm{tr}(VG).$$

The coefficient of $l^2$ is $\mathrm{tr}(HG)+\mathrm{tr}(VD)=\tfrac12\mathrm{tr}(VD)$. The last term belongs to the truncated density matrix and is not in general the third-order energy.

## An approximate response gives a quadratic error

For a trial response $X$, `responseFunctional` is
$$F[X]=\mathrm{tr}(HSX^2)+\mathrm{tr}(VX).$$

Expand $F[D+X]$ for an error $X$ with $PX+XP=X$. The terms linear in $X$ are $\mathrm{tr}(HS(DX+XD))+\mathrm{tr}(VX)$, which vanish by `response_pairing`. Since $F[D]=-\tfrac12\mathrm{tr}(VD)+\mathrm{tr}(VD)$, what remains is `functional_error`:
$$F[D+X]=\tfrac12\mathrm{tr}(VD)+\mathrm{tr}(HSX^2).$$

For real matrices the sign of the last term follows from a chemical potential $\mu$. The hypotheses `hv` and `ho` say that the quadratic form of $(H-\mu)(1-P)$ is nonnegative and that of $(H-\mu)P$ is nonpositive. For symmetric commuting $H$ and $P$, this means that virtual levels lie at or above $\mu$ and occupied levels at or below it.

If $X$ is symmetric with rows $x_i$, `trace_mul_sq` gives $\mathrm{tr}(AX^2)=\sum_i x_i^{T}Ax_i$ for every real matrix $A$. Hence
$$\mathrm{tr}\big((H-\mu)(1-P)X^2\big)\ge 0\ge \mathrm{tr}\big((H-\mu)PX^2\big).$$

The difference of the two traces is $\mathrm{tr}(HSX^2)-\mu\,\mathrm{tr}(SX^2)$. Multiplying $PX+XP=X$ by $X$ and taking the trace gives $\mathrm{tr}(X^2)=2\,\mathrm{tr}(PX^2)$, so $\mathrm{tr}(SX^2)=0$ and $\mu$ drops out. This is `curvature_nonneg`. With $X=Y-D$ it yields `second_order_minimum`: $\tfrac12\mathrm{tr}(VD)\le F[Y]$ for every symmetric trial $Y$ with $PY+YP=Y$, provided that $D$ is symmetric too.

## Two levels with numbers

The theorem `two_level_witness` checks the conditions for levels $-1$ and $1$ and any real symmetric perturbation. Its parameters $a=c=0$, $b=\tfrac12$ give
$$H=\begin{pmatrix}-1&0\\0&1\end{pmatrix},\quad V=\begin{pmatrix}0&1\\1&0\end{pmatrix},\quad D=\begin{pmatrix}0&-\tfrac12\\-\tfrac12&0\end{pmatrix},\quad G=\begin{pmatrix}-\tfrac14&0\\0&\tfrac14\end{pmatrix}.$$

Then $\mathrm{tr}(HG)=\tfrac12$ and $\mathrm{tr}(VD)=-1$, so both sides of the identity equal 1 and the second-order energy is $-\tfrac12$. The exact lower level of $H+lV$ agrees: $-\sqrt{1+l^2}=-1-\tfrac12l^2+\dots$

A symmetric trial response with off-diagonal element $y$ has $F=2y^2+2y$. Its minimum is $-\tfrac12$, at $y=-\tfrac12$, the off-diagonal element of $D$.

## When $H$ and $P$ do not commute

Take
$$P=\begin{pmatrix}1&0\\0&0\end{pmatrix},\qquad H=G=\begin{pmatrix}0&1\\1&0\end{pmatrix},\qquad V=D=0.$$

Every condition except $HP=PH$ holds, yet $2\,\mathrm{tr}(HG)=4$ while $-\mathrm{tr}(VD)=0$. Here $P$ is not stationary for $H$, and the free occupied-virtual block of $G$ changes the energy.
